# Hulthén's energy 1/4 − ln 2 from the Fourier-space Bethe equation

If a real function $r$ satisfies

$$r(w)\,(1+e^{-|w|}) = e^{-|w|/2}\qquad\text{for all real } w,$$

then $r(w)=1/(2\cosh(w/2))$, $r(0)=1/2$, and

$$\frac14-\frac12\int_{-\infty}^{\infty}e^{-|w|/2}\,r(w)\,dw=\frac14-\ln 2\approx-0.443 .$$

The last number is Hulthén's ground-state energy per site of the infinite spin-1/2 antiferromagnetic Heisenberg chain $H=\sum_j \mathbf S_j\cdot\mathbf S_{j+1}$, with the exchange constant set to 1. In the Bethe ansatz, the ground state is built from the fully polarised state by reversing spins. Each reversed spin carries a rapidity $x$, also called a Bethe root. In a long chain the roots are described by a density $\rho(x)$ per site, and $r$ is its Fourier transform.

For the infinite, isotropic, nearest-neighbour chain without a field, this energy is a common reference value for numerical ground-state methods.

```lean
import Mathlib

open MeasureTheory Set Filter Topology

namespace HulthenEnergy

noncomputable section
```

All functions below are real functions of a real variable. An integral sign without a set means the integral over the whole line.

## The equation and the two energies

```lean
/-- The Fourier-space Bethe equation of the isotropic Heisenberg chain for a function `r`. -/
def IsBetheSolution (r : ℝ → ℝ) : Prop :=
  ∀ w, r w * (1 + Real.exp (-|w|)) = Real.exp (-|w| / 2)
```

`IsBetheSolution r` is a statement about a function `r`: the equation above holds at every `w`. It describes the ground state without a field, where the roots fill the whole real line, and comes from the rapidity-space equation

$$\rho(x)+\int_{-\infty}^{\infty}\frac{1}{\pi}\,\frac{\rho(y)}{(x-y)^2+1}\,dy=\frac{1}{2\pi}\,\frac{1}{x^2+1/4}.$$

The integral describes the scattering between magnons, and the right side is the driving term set by the momentum of a single magnon. A Fourier transform turns the convolution into a product, with the factors $e^{-|w|}$ for scattering and $e^{-|w|/2}$ for driving.

The Lean file starts from the transformed equation. The step from the spin Hamiltonian to it, in which the ground state of a long chain is described by real roots with a smooth density, is taken from the Bethe ansatz and not derived. The same goes for the energy of a root, on which the energy definitions below rest.

```lean
/-- The energy per site written with the Fourier-space root density `r`. -/
def fourierEnergy (r : ℝ → ℝ) : ℝ :=
  1 / 4 - 1 / 2 * ∫ w, Real.exp (-|w| / 2) * r w
```

This is the energy per site in Fourier form, $\frac14-\frac12\int e^{-|w|/2}r(w)\,dw$.

```lean
/-- The cosine transform of a density `ρ` of Bethe roots on the rapidity line. -/
def rootTransform (ρ : ℝ → ℝ) (w : ℝ) : ℝ := ∫ x, ρ x * Real.cos (w * x)
```

The transform of a density is $\int\rho(x)\cos(wx)\,dx$, without a factor $1/(2\pi)$. For an even density it is the full Fourier transform. At $w=0$ it is the number of roots per site. The value 1/2 therefore means that half of the spins are reversed, so the magnetisation is zero.

```lean
/-- The energy per site of a density `ρ` of Bethe roots: each root at rapidity `x` lowers the total
energy, which is `1/4` per site without roots, by `1 / (2 (x² + 1/4))`. -/
def rootEnergy (ρ : ℝ → ℝ) : ℝ := 1 / 4 - 1 / 2 * ∫ x, ρ x / (x ^ 2 + 1 / 4)
```

This is the energy in terms of rapidities. The polarised state has energy $1/4$ per bond, and a root at $x$ lowers the total by $\frac12/(x^2+\frac14)$. The definition accepts any real function $\rho$, even one that takes negative values.

## The unique solution

```lean
/-- The factor `1 + exp(-|w|)` of the Bethe equation is the driving term times `2 cosh(w/2)`. -/
theorem driving_mul_cosh (w : ℝ) :
    Real.exp (-|w| / 2) * (2 * Real.cosh (w / 2)) = 1 + Real.exp (-|w|) := by
  have h : Real.cosh (w / 2) = Real.cosh (|w| / 2) := by
    rw [← Real.cosh_abs (w / 2), abs_div, abs_two]
  have h1 : Real.exp (-|w| / 2) * Real.exp (|w| / 2) = 1 := by
    rw [← Real.exp_add, show -|w| / 2 + |w| / 2 = 0 by ring, Real.exp_zero]
  have h2 : Real.exp (-|w| / 2) * Real.exp (-(|w| / 2)) = Real.exp (-|w|) := by
    rw [← Real.exp_add]
    congr 1
    ring
  rw [h, Real.cosh_eq]
  linear_combination h1 + h2
```

By hand, $\cosh$ is even, so $\cosh(w/2)=\cosh(|w|/2)$ and

$$e^{-|w|/2}\,2\cosh(w/2)=e^{-|w|/2}\left(e^{|w|/2}+e^{-|w|/2}\right)=1+e^{-|w|}.$$

In the proof, `h` is the evenness, and `h1` and `h2` are the two products of exponentials. The final `linear_combination` adds them.

```lean
/-- The Fourier-space Bethe equation has exactly one solution, `r(w) = 1 / (2 cosh(w/2))`. -/
theorem isBetheSolution_iff (r : ℝ → ℝ) :
    IsBetheSolution r ↔ ∀ w, r w = 1 / (2 * Real.cosh (w / 2)) := by
  constructor
  · intro h w
    have hc := Real.cosh_pos (w / 2)
    rw [eq_div_iff (by positivity)]
    apply mul_right_cancel₀ (Real.exp_pos (-|w| / 2)).ne'
    linear_combination h w + r w * driving_mul_cosh w
  · intro h w
    have hc := Real.cosh_pos (w / 2)
    rw [h w, ← driving_mul_cosh w]
    field_simp
```

The sign `↔` means "if and only if", so the closed form solves the equation and nothing else does. No continuity of $r$ is assumed, because the equation fixes $r$ separately at each $w$.

For the forward direction, insert the previous identity into the Bethe equation:

$$r(w)\,e^{-|w|/2}\,2\cosh(w/2)=e^{-|w|/2}.$$

Cancelling the positive exponential gives $r(w)\,2\cosh(w/2)=1$. Lean runs this backwards: `eq_div_iff` clears the denominator in the goal, and `mul_right_cancel₀` permits multiplying both sides by the exponential, after which the hypothesis and the identity finish the argument. The reverse direction substitutes the closed form and simplifies.

## Where ln 2 comes from

```lean
/-- The integral of `exp(-w) / (1 + exp(-w))` over the positive half-line is `ln 2`. -/
theorem integral_half_line :
    ∫ w in Ioi (0 : ℝ), Real.exp (-w) / (1 + Real.exp (-w)) = Real.log 2 := by
  -- the antiderivative is `-ln(1 + exp(-w))`
  have hd : ∀ w ∈ Ici (0 : ℝ), HasDerivAt (fun w : ℝ => -Real.log (1 + Real.exp (-w)))
      (Real.exp (-w) / (1 + Real.exp (-w))) w := by
    intro w _
    have hp : 1 + Real.exp (-w) ≠ 0 := by positivity
    have h1 : HasDerivAt (fun w : ℝ => 1 + Real.exp (-w)) (-Real.exp (-w)) w :=
      (((hasDerivAt_id' w).fun_neg.exp).const_add 1).congr_deriv (by ring)
    exact ((h1.log hp).fun_neg).congr_deriv (by ring)
  have ht : Tendsto (fun w : ℝ => -Real.log (1 + Real.exp (-w))) atTop (𝓝 0) := by
    have h1 : Tendsto (fun w : ℝ => 1 + Real.exp (-w)) atTop (𝓝 (1 + 0)) :=
      tendsto_const_nhds.add Real.tendsto_exp_neg_atTop_nhds_zero
    simpa using (h1.log (by norm_num)).neg
  rw [integral_Ioi_of_hasDerivAt_of_nonneg' hd (fun w _ => by positivity) ht]
  norm_num
```

`Ioi (0 : ℝ)` is the half-line $w>0$. The antiderivative is found by inspection:

$$\frac{d}{dw}\left[-\ln(1+e^{-w})\right]=\frac{e^{-w}}{1+e^{-w}}.$$

It tends to $-\ln 1=0$ as $w\to\infty$ and equals $-\ln 2$ at $w=0$, so the integral is $0-(-\ln 2)=\ln 2$. The derivative is `hd` and the limit is `ht`. The version of the fundamental theorem of calculus used here obtains convergence from the limit `ht` together with the fact that the integrand is non-negative.

## The magnon energy as a cosine transform

```lean
/-- For `c > 0` the cosine transform of `exp(-c|w|)` is the Lorentzian `2c / (x² + c²)`. -/
theorem lorentzian {c : ℝ} (hc : 0 < c) (x : ℝ) :
    ∫ w, Real.exp (-(c * |w|)) * Real.cos (w * x) = 2 * c / (x ^ 2 + c ^ 2) := by
  have hD : 0 < x ^ 2 + c ^ 2 := by positivity
  have even : ∀ w : ℝ, Real.cos (w * x) = Real.cos (|w| * x) := by
    intro w
    rcases abs_choice w with h | h
    · rw [h]
    · rw [h, neg_mul, Real.cos_neg]
  have hexp : Tendsto (fun w : ℝ => Real.exp (-(c * w))) atTop (𝓝 0) :=
    Real.tendsto_exp_neg_atTop_nhds_zero.comp (tendsto_id.const_mul_atTop hc)
  -- an explicit antiderivative on the half-line
  have hd : ∀ w ∈ Ici (0 : ℝ), HasDerivAt (fun w : ℝ => Real.exp (-(c * w)) *
      ((x * Real.sin (w * x) - c * Real.cos (w * x)) / (x ^ 2 + c ^ 2)))
      (Real.exp (-(c * w)) * Real.cos (w * x)) w := by
    intro w _
    have he := ((hasDerivAt_id' w).const_mul c).fun_neg.exp
    have hx := (hasDerivAt_id' w).mul_const x
    refine (he.fun_mul (((hx.sin.const_mul x).fun_sub
      (hx.cos.const_mul c)).div_const (x ^ 2 + c ^ 2))).congr_deriv ?_
    linear_combination Real.exp (-(c * w)) * Real.cos (w * x) * mul_inv_cancel₀ hD.ne'
  have hi : IntegrableOn (fun w : ℝ => Real.exp (-(c * w)) * Real.cos (w * x)) (Ioi 0) := by
    have h0 : IntegrableOn (fun w : ℝ => Real.exp (-(c * w))) (Ioi 0) := by
      simpa only [neg_mul] using exp_neg_integrableOn_Ioi 0 hc
    refine Integrable.mono h0 (Continuous.aestronglyMeasurable (by fun_prop))
      (ae_of_all _ fun w => ?_)
    rw [norm_mul]
    exact mul_le_of_le_one_right (norm_nonneg _) (Real.abs_cos_le_one _)
  have ht : Tendsto (fun w : ℝ => Real.exp (-(c * w)) *
      ((x * Real.sin (w * x) - c * Real.cos (w * x)) / (x ^ 2 + c ^ 2))) atTop (𝓝 0) := by
    have hK := hexp.mul_const ((|x| + c) / (x ^ 2 + c ^ 2))
    rw [zero_mul] at hK
    refine squeeze_zero_norm (fun w => ?_) hK
    have h1 : |x * Real.sin (w * x)| ≤ |x| := by
      rw [abs_mul]
      exact mul_le_of_le_one_right (abs_nonneg _) (Real.abs_sin_le_one _)
    have h2 : |c * Real.cos (w * x)| ≤ c := by
      rw [abs_mul, abs_of_pos hc]
      exact mul_le_of_le_one_right hc.le (Real.abs_cos_le_one _)
    have h3 : |x * Real.sin (w * x) - c * Real.cos (w * x)| ≤ |x| + c := by
      have h1' := abs_le.mp h1
      have h2' := abs_le.mp h2
      exact abs_le.mpr ⟨by linarith [h1'.1, h2'.2], by linarith [h1'.2, h2'.1]⟩
    rw [Real.norm_eq_abs, abs_mul, Real.abs_exp, abs_div, abs_of_pos hD]
    gcongr
  have h : ∫ w, Real.exp (-(c * |w|)) * Real.cos (|w| * x) =
      2 * ∫ w in Ioi (0 : ℝ), Real.exp (-(c * w)) * Real.cos (w * x) :=
    integral_comp_abs (f := fun w => Real.exp (-(c * w)) * Real.cos (w * x))
  rw [show (fun w : ℝ => Real.exp (-(c * |w|)) * Real.cos (w * x)) =
    fun w => Real.exp (-(c * |w|)) * Real.cos (|w| * x) from funext fun w => by rw [even w],
    h, integral_Ioi_of_hasDerivAt_of_tendsto' hd hi ht]
  simp only [mul_zero, zero_mul, neg_zero, Real.exp_zero, Real.sin_zero, Real.cos_zero]
  ring
```

For $c>0$ the claim is

$$\int_{-\infty}^{\infty}e^{-c|w|}\cos(wx)\,dw=\frac{2c}{x^2+c^2}.$$

On the half-line, take

$$F(w)=e^{-cw}\,\frac{x\sin(wx)-c\cos(wx)}{x^2+c^2}.$$

Differentiating the product gives

$$F'(w)=e^{-cw}\,\frac{-cx\sin(wx)+c^2\cos(wx)+x^2\cos(wx)+cx\sin(wx)}{x^2+c^2}=e^{-cw}\cos(wx).$$

Since $|F(w)|\le e^{-cw}(|x|+c)/(x^2+c^2)$, $F$ vanishes at infinity. With $F(0)=-c/(x^2+c^2)$, the half-line integral is $c/(x^2+c^2)$. The integrand is even in $w$, so the full integral is twice that.

The steps `hd`, `hi` and `ht` supply the derivative, the integrability by comparison with $e^{-cw}$, and the vanishing at infinity. `integral_comp_abs` performs the doubling.

```lean
/-- The cosine transform of the driving term `exp(-|w|/2)` is `1 / (x² + 1/4)`. -/
theorem driving_transform (x : ℝ) :
    ∫ w, Real.exp (-|w| / 2) * Real.cos (w * x) = 1 / (x ^ 2 + 1 / 4) := by
  rw [show (fun w : ℝ => Real.exp (-|w| / 2) * Real.cos (w * x)) =
    fun w => Real.exp (-(1 / 2 * |w|)) * Real.cos (w * x) from
    funext fun w => by rw [show -|w| / 2 = -(1 / 2 * |w|) by ring],
    lorentzian (by norm_num) x]
  norm_num
```

With $c=1/2$ one has $2c=1$ and $c^2=1/4$, so the Lorentzian becomes $1/(x^2+\frac14)$. This is twice the amount by which a root at $x$ lowers the energy.

## The same energy in both variables

```lean
/-- For an integrable root density, the energy per site computed on the rapidity line equals
the Fourier-space energy of its cosine transform. -/
theorem rootEnergy_eq_fourierEnergy {ρ : ℝ → ℝ} (hρ : Integrable ρ) :
    rootEnergy ρ = fourierEnergy (rootTransform ρ) := by
  have hE : Integrable (fun w : ℝ => Real.exp (-|w| / 2)) := by
    by_contra h
    have h4 := driving_transform 0
    simp only [mul_zero, Real.cos_zero, mul_one] at h4
    rw [integral_undef h] at h4
    norm_num at h4
  have hprod : Integrable (Function.uncurry fun x w : ℝ =>
      ρ x * (Real.exp (-|w| / 2) * Real.cos (w * x))) (volume.prod volume) := by
    have h := hρ.mul_prod hE
    have h2 : Integrable (fun z : ℝ × ℝ =>
        ρ z.1 * Real.exp (-|z.2| / 2) * Real.cos (z.2 * z.1)) (volume.prod volume) := by
      refine h.mono (h.aestronglyMeasurable.mul
        (Continuous.aestronglyMeasurable (by fun_prop))) (ae_of_all _ fun z => ?_)
      rw [norm_mul]
      exact mul_le_of_le_one_right (norm_nonneg _) (Real.abs_cos_le_one _)
    exact h2.congr (ae_of_all _ fun z => mul_assoc _ _ _)
  have key : ∫ x, ρ x / (x ^ 2 + 1 / 4) =
      ∫ w, Real.exp (-|w| / 2) * rootTransform ρ w := by
    calc ∫ x, ρ x / (x ^ 2 + 1 / 4)
        = ∫ x, ∫ w, ρ x * (Real.exp (-|w| / 2) * Real.cos (w * x)) := by
          congr 1
          funext x
          rw [integral_const_mul, driving_transform]
          ring
      -- exchange the rapidity and Fourier integrals
      _ = ∫ w, ∫ x, ρ x * (Real.exp (-|w| / 2) * Real.cos (w * x)) :=
          integral_integral_swap hprod
      _ = ∫ w, Real.exp (-|w| / 2) * rootTransform ρ w := by
          congr 1
          funext w
          rw [rootTransform, ← integral_const_mul]
          congr 1
          funext x
          ring
  rw [rootEnergy, fourierEnergy, key]
```

The hypothesis `Integrable ρ` says that $\int|\rho|$ is finite. By hand, replace the Lorentzian by its integral form and exchange the order of integration:

$$\int\frac{\rho(x)}{x^2+1/4}\,dx=\int\rho(x)\int e^{-|w|/2}\cos(wx)\,dw\,dx=\int e^{-|w|/2}\left[\int\rho(x)\cos(wx)\,dx\right]dw.$$

The bracket is `rootTransform ρ w`. Multiplying by $-\frac12$ and adding $\frac14$ gives the equality of the two energies.

The exchange is Fubini's theorem, which needs the double integrand to be absolutely integrable. It is bounded by $|\rho(x)|\,e^{-|w|/2}$, a product of two integrable functions: `hE` gives the integrability of the exponential, and `hprod` that of the double integrand. The `calc` block then follows the displayed line.

The theorem holds for every integrable density, whether or not it solves the Bethe equation. In the limiting case $\rho=0$ there are no reversed spins, and both forms give $1/4$, the energy of the polarised state.

## Hulthén's value

```lean
/-- A solution of the Fourier-space Bethe equation is `1 / (2 cosh(w/2))`, takes the value
`1/2` at `w = 0`, and has the energy per site `1/4 - ln 2`. -/
theorem hulthen_energy {r : ℝ → ℝ} (h : IsBetheSolution r) :
    (∀ w, r w = 1 / (2 * Real.cosh (w / 2))) ∧ r 0 = 1 / 2 ∧
      fourierEnergy r = 1 / 4 - Real.log 2 := by
  have hr := (isBetheSolution_iff r).mp h
  refine ⟨hr, by rw [hr 0]; norm_num, ?_⟩
  have hpt : ∀ w, Real.exp (-|w| / 2) * r w = Real.exp (-|w|) / (1 + Real.exp (-|w|)) := by
    intro w
    rw [eq_div_iff (by positivity), mul_assoc, h w, ← Real.exp_add]
    congr 1
    ring
  -- the integrand is even, so the half-line integral counts twice
  have h2 : ∫ w : ℝ, Real.exp (-|w|) / (1 + Real.exp (-|w|)) =
      2 * ∫ w in Ioi (0 : ℝ), Real.exp (-w) / (1 + Real.exp (-w)) :=
    integral_comp_abs (f := fun w => Real.exp (-w) / (1 + Real.exp (-w)))
  simp only [fourierEnergy, hpt]
  rw [h2, integral_half_line]
  ring
```

The hypothesis `h` is the Bethe equation for `r`, and the conclusion joins three statements with `∧`. The first is the closed form. Setting $w=0$ in it gives $r(0)=1/(2\cosh 0)=1/2$. For the energy, solve the Bethe equation for $r$ and multiply by the exponential:

$$e^{-|w|/2}\,r(w)=\frac{e^{-|w|/2}\,e^{-|w|/2}}{1+e^{-|w|}}=\frac{e^{-|w|}}{1+e^{-|w|}}.$$

This is even, so its integral over the line is twice the half-line integral:

$$\frac14-\frac12\int_{-\infty}^{\infty}\frac{e^{-|w|}}{1+e^{-|w|}}\,dw=\frac14-\frac12\cdot 2\ln 2=\frac14-\ln 2.$$

In Lean, `hpt` is the pointwise formula and `h2` the doubling.

```lean
/-- A root density whose cosine transform solves the Bethe equation holds half a root per site
and has the energy per site `1/4 - ln 2`. -/
theorem hulthen_energy_of_density {ρ : ℝ → ℝ} (h : IsBetheSolution (rootTransform ρ)) :
    ∫ x, ρ x = 1 / 2 ∧ rootEnergy ρ = 1 / 4 - Real.log 2 := by
  obtain ⟨-, h0, hE⟩ := hulthen_energy h
  simp only [rootTransform, zero_mul, Real.cos_zero, mul_one] at h0
  -- a total weight of one half is only possible for an integrable density
  have hρ : Integrable ρ := by
    by_contra hn
    rw [integral_undef hn] at h0
    norm_num at h0
  exact ⟨h0, (rootEnergy_eq_fourierEnergy hρ).trans hE⟩

end

end HulthenEnergy
```

Here the hypothesis concerns a density on the rapidity line: its cosine transform solves the Bethe equation. The previous theorem, applied to $r(w)=\int\rho(x)\cos(wx)\,dx$, gives $\int\rho(x)\,dx=r(0)=1/2$ and the Fourier energy $1/4-\ln 2$. The equality of the two energies carries this value over to `rootEnergy ρ`.

That equality needs $\rho$ to be integrable, which is not assumed. Lean assigns the value 0 to the integral of a non-integrable function, so an integral equal to $1/2$ forces integrability; `hE` above was obtained in the same way.

The theorem does not construct such a density. The textbook one is $\rho(x)=1/(2\cosh\pi x)$, whose transform is $1/(2\cosh(w/2))$, a standard integral that is not proved here.

```lean
#print axioms HulthenEnergy.hulthen_energy
#print axioms HulthenEnergy.hulthen_energy_of_density
```

```
'HulthenEnergy.hulthen_energy' depends on axioms: [propext, Classical.choice, Quot.sound]
'HulthenEnergy.hulthen_energy_of_density' depends on axioms: [propext, Classical.choice, Quot.sound]
```
